# Lah numbers as the normal-ordering coefficients of $(b^2a)^n$ when $ab-ba=1$

Let $a$ and $b$ be elements of any ring with $ab-ba=1$, and let $n\ge 1$. Then

$$(b^2a)^n=\sum_{k=1}^{n}L(n,k)\,b^{n+k}a^k,\qquad L(n,k)=\binom{n-1}{k-1}\frac{n!}{k!}.$$

For a single bosonic mode, $a$ is the annihilation operator and $b=a^\dagger$ the creation operator. The product $b^2a$ removes one quantum and adds two, as in a cubic coupling. The formula writes its powers in normal order, with every $b$ to the left of every $a$. For $n=2$ it reads $(b^2a)^2=b^4a^2+2b^3a$.

The proof uses only the commutator. No Hilbert space, inner product or adjoint enters, and the coefficients are natural numbers acting by repeated addition, written `•` in Lean.

```lean
import Mathlib

open Finset
open scoped Nat Polynomial

namespace LahNormalOrdering
```

## The triangular recurrence

The coefficients $L(n,k)$ are called Lah numbers. They are defined here by the rule that the operator calculation will produce:

$$L(n+1,k+1)=(n+k+1)\,L(n,k+1)+L(n,k),$$

with $L(0,0)=1$ and $L(0,k+1)=L(n+1,0)=0$. The closed form is then a theorem about `lah`.

```lean
/-- The Lah numbers, defined by their triangular recurrence. -/
def lah : ℕ → ℕ → ℕ
  | 0, 0 => 1
  | 0, _ + 1 => 0
  | _ + 1, 0 => 0
  | n + 1, k + 1 => (n + k + 1) * lah n (k + 1) + lah n k
```

The triangle is empty above its diagonal: $L(n,k)=0$ for $k>n$. This holds for $n=0$ by definition. If it holds for $n$ and $k+1>n+1$, then both $L(n,k+1)$ and $L(n,k)$ vanish, and so does $L(n+1,k+1)$. The Lean proof is this induction, with `k` left general so that the hypothesis can be used at two values.

```lean
/-- The Lah number `L(n,k)` vanishes for `k > n`. -/
theorem lah_eq_zero (n : ℕ) : ∀ k, n < k → lah n k = 0 := by
  induction n with
  | zero =>
    intro k hk
    cases k with
    | zero => omega
    | succ k => rfl
  | succ n ih =>
    intro k hk
    cases k with
    | zero => omega
    | succ k =>
      show (n + k + 1) * lah n (k + 1) + lah n k = 0
      rw [ih (k + 1) (by omega), ih k (by omega), mul_zero]
```

## From the recurrence to the closed form

To avoid division, the closed form is first proved as

$$L(n+1,k+1)\,(k+1)!=\binom nk (n+1)!.$$

For $n=0$ both sides are $1$ at $k=0$ and $0$ otherwise. Suppose the identity holds for $n$ and all $k$. In the first column, $L(n+2,1)=(n+2)L(n+1,1)=(n+2)!$. In the other columns, put $k=j+1$ and multiply the recurrence by $(j+2)!$:

$$L(n+2,j+2)\,(j+2)!=\left[(n+j+3)\binom n{j+1}+(j+2)\binom nj\right](n+1)!.$$

The required right-hand side is, by Pascal's rule,

$$\binom{n+1}{j+1}(n+2)!=(n+2)\left[\binom n{j+1}+\binom nj\right](n+1)!.$$

The factors multiplying $(n+1)!$ in these two expressions differ by $(j+1)\binom n{j+1}-(n-j)\binom nj$, which is zero by the absorption identity.

In the code, `h1` and `h2` are the induction hypothesis at $j+1$ and $j$, `hf` is $(j+2)!=(j+2)(j+1)!$, and `hp` combines absorption with Pascal's rule. Factorials, binomials and Lah numbers are then replaced by plain variables, and `linear_combination` adds the four equations with the multipliers found by hand.

```lean
/-- Closed form of the Lah numbers, written without division:
`L(n+1,k+1) (k+1)! = C(n,k) (n+1)!`. -/
theorem lah_mul_factorial (n : ℕ) :
    ∀ k, lah (n + 1) (k + 1) * (k + 1)! = n.choose k * (n + 1)! := by
  induction n with
  | zero =>
    intro k
    cases k <;> simp [lah]
  | succ n ih =>
    intro k
    cases k with
    | zero =>
      have h1 := ih 0
      have hL : lah (n + 1 + 1) (0 + 1) = (n + 1 + 0 + 1) * lah (n + 1) (0 + 1) + 0 := rfl
      rw [hL, Nat.factorial_succ (n + 1)]
      simp only [Nat.choose_zero_right, zero_add, Nat.factorial_one, mul_one, one_mul,
        add_zero] at h1 ⊢
      rw [h1]
    | succ j =>
      have h1 := ih (j + 1)
      have h2 := ih j
      have hf := Nat.factorial_succ (j + 1)
      -- absorption identity combined with Pascal's rule
      have hp := Nat.add_one_mul_choose_eq n j
      rw [Nat.choose_succ_succ' n j] at hp
      have hL : lah (n + 1 + 1) (j + 1 + 1)
          = (n + 1 + (j + 1) + 1) * lah (n + 1) (j + 1 + 1) + lah (n + 1) (j + 1) := rfl
      rw [hL, Nat.choose_succ_succ' n j, Nat.factorial_succ (n + 1)]
      generalize lah (n + 1) (j + 1 + 1) = X at *
      generalize lah (n + 1) (j + 1) = Y at *
      generalize (j + 1 + 1)! = F2 at *
      generalize (j + 1)! = F1 at *
      generalize (n + 1)! = G at *
      generalize n.choose (j + 1) = C1 at *
      generalize n.choose j = C0 at *
      clear ih hL
      zify at h1 h2 hf hp ⊢
      linear_combination ((n : ℤ) + j + 3) * h1 + (Y : ℤ) * hf + ((j : ℤ) + 2) * h2 - (G : ℤ) * hp
```

## Moving $b^2a$ past a power of $b$

The commutator gives $ab=ba+1$. Repeated use moves $a$ through $b^m$ and leaves one extra term for each factor passed:

$$b^2a\,b^m=b^{m+2}a+m\,b^{m+1}.$$

For $m=0$ this is trivial. Multiplying the formula for $m$ by $b$ on the right gives

$$b^{m+2}(ba+1)+m\,b^{m+2}=b^{m+3}a+(m+1)b^{m+2},$$

which is the formula for $m+1$. The `calc` block follows these lines. The hypothesis `h` is the commutation relation, and `R` is an arbitrary, possibly noncommutative, ring.

A symbolic normal-ordering routine can use this step directly. Store an expression as a table of coefficients indexed by $(p,q)$ for $b^pa^q$. Left multiplication by $b^2a$ then sends an entry at $(p,q)$ to $(p+2,q+1)$ with weight $1$ and to $(p+1,q)$ with weight $p$. Starting from $1$ at $(0,0)$, $n$ such updates fill in the Lah numbers, in exact integer arithmetic.

```lean
section Ring

variable {R : Type*} [Ring R] {a b : R}

/-- If `ab - ba = 1`, then `b² a` moves past `b^m` by the rule `b² a b^m = b^(m+2) a + m b^(m+1)`.
-/
theorem step_past_pow (h : a * b - b * a = 1) (m : ℕ) :
    b ^ 2 * a * b ^ m = b ^ (m + 2) * a + m • b ^ (m + 1) := by
  have hab : a * b = b * a + 1 := by rw [← h]; abel
  induction m with
  | zero => simp
  | succ m ih =>
    calc b ^ 2 * a * b ^ (m + 1) = (b ^ 2 * a * b ^ m) * b := by
          rw [pow_succ b m, mul_assoc (b ^ 2 * a)]
      _ = (b ^ (m + 2) * a + m • b ^ (m + 1)) * b := by rw [ih]
      _ = b ^ (m + 2) * (a * b) + m • (b ^ (m + 1) * b) := by
          rw [add_mul, mul_assoc, smul_mul_assoc]
      _ = b ^ (m + 2) * (b * a + 1) + m • b ^ (m + 2) := by
          rw [hab, ← pow_succ b (m + 1)]
      _ = b ^ (m + 2 + 1) * a + (m + 1) • b ^ (m + 2) := by
          rw [mul_add, mul_one, ← mul_assoc, ← pow_succ b (m + 2), succ_nsmul]
          abel
```

## Each further factor reproduces the recurrence

Assume that $(b^2a)^n=\sum_{k=0}^{n}L(n,k)\,b^{n+k}a^k$. One more factor on the left acts on each term as

$$b^2a\,b^{n+k}a^k=b^{n+k+2}a^{k+1}+(n+k)\,b^{n+k+1}a^k.$$

Shift the index of the second family by one, so that both families contain $b^{n+k+2}a^{k+1}$. The shift costs nothing, because the term lost at the bottom carries $n\,L(n,0)=0$ and the term gained at the top carries $L(n,n+1)=0$. The combined coefficient is

$$L(n,k)+(n+k+1)L(n,k+1)=L(n+1,k+1).$$

In Lean, `hterm` is the action on one term and `hshift` is the change of index, with `bot` and `top` as the two vanishing boundary terms. The sum over `range (n + 1)` runs from $0$ to $n$, and this version also holds for $n=0$.

```lean
/-- Normal ordering of `(b² a)^n` for every `n`, with coefficients given by the
Lah recurrence. -/
theorem normal_order_lah (h : a * b - b * a = 1) (n : ℕ) :
    (b ^ 2 * a) ^ n = ∑ k ∈ range (n + 1), lah n k • (b ^ (n + k) * a ^ k) := by
  induction n with
  | zero => simp [lah]
  | succ n ih =>
    -- one more factor turns each ordered term into two ordered terms
    have hterm : ∀ k, b ^ 2 * a * (lah n k • (b ^ (n + k) * a ^ k))
        = lah n k • (b ^ (n + 1 + (k + 1)) * a ^ (k + 1))
          + ((n + k) * lah n k) • (b ^ (n + 1 + k) * a ^ k) := by
      intro k
      rw [mul_smul_comm, ← mul_assoc, step_past_pow h, add_mul, smul_mul_assoc, smul_add,
        smul_smul, mul_assoc, ← pow_succ' a k, mul_comm (lah n k) (n + k),
        show n + k + 2 = n + 1 + (k + 1) by omega, show n + k + 1 = n + 1 + k by omega]
    -- shift the index of the second family; both boundary terms vanish
    have hshift : ∑ k ∈ range (n + 1), ((n + k) * lah n k) • (b ^ (n + 1 + k) * a ^ k)
        = ∑ k ∈ range (n + 1),
          ((n + (k + 1)) * lah n (k + 1)) • (b ^ (n + 1 + (k + 1)) * a ^ (k + 1)) := by
      have hb : n * lah n 0 = 0 := by cases n <;> simp [lah]
      let F : ℕ → R := fun k => ((n + k) * lah n k) • (b ^ (n + 1 + k) * a ^ k)
      have top : F (n + 1) = 0 := by
        show ((n + (n + 1)) * lah n (n + 1)) • (b ^ (n + 1 + (n + 1)) * a ^ (n + 1)) = 0
        rw [lah_eq_zero n (n + 1) (by omega), mul_zero, zero_smul]
      have bot : F 0 = 0 := by
        show (n * lah n 0) • (b ^ (n + 1) * a ^ 0) = 0
        rw [hb, zero_smul]
      have h1 := Finset.sum_range_succ F (n + 1)
      have h2 := Finset.sum_range_succ' F (n + 1)
      rw [top, add_zero] at h1
      rw [bot, add_zero] at h2
      exact h1.symm.trans h2
    rw [pow_succ' (b ^ 2 * a) n, ih, Finset.mul_sum,
      Finset.sum_congr rfl (fun k _ => hterm k), Finset.sum_add_distrib,
      Finset.sum_range_succ' _ (n + 1), hshift, ← Finset.sum_add_distrib,
      show lah (n + 1) 0 = 0 from rfl, zero_smul, add_zero]
    refine Finset.sum_congr rfl fun k _ => ?_
    rw [← add_smul]
    congr 1
    show lah n k + (n + (k + 1)) * lah n (k + 1) = (n + k + 1) * lah n (k + 1) + lah n k
    ring
```

For $n\ge1$ the $k=0$ term vanishes and the closed form can be inserted. The sum now runs over `Icc 1 n`, the integers from $1$ to $n$. The sign `/` in the statement is division of natural numbers, which rounds down in general; here it is exact, because `lah_mul_factorial` shows that $k!$ divides the numerator.

```lean
/-- Normal ordering of `(b² a)^n` for `n ≥ 1`: the coefficient of `b^(n+k) a^k` is
`C(n-1,k-1) n!/k!`. -/
theorem normal_order_sq_mul (h : a * b - b * a = 1) {n : ℕ} (hn : 1 ≤ n) :
    (b ^ 2 * a) ^ n
      = ∑ k ∈ Icc 1 n, ((n - 1).choose (k - 1) * n ! / k !) • (b ^ (n + k) * a ^ k) := by
  obtain ⟨m, rfl⟩ : ∃ m, n = m + 1 := ⟨n - 1, by omega⟩
  rw [normal_order_lah h]
  symm
  apply Finset.sum_subset_zero_on_sdiff
  · intro k hk
    simp only [mem_Icc, mem_range] at hk ⊢
    omega
  · -- the only extra index is k = 0, where the Lah number vanishes
    intro k hk
    simp only [mem_sdiff, mem_range, mem_Icc] at hk
    have hk0 : k = 0 := by omega
    subst hk0
    rw [show lah (m + 1) 0 = 0 from rfl, zero_smul]
  · intro k hk
    obtain ⟨j, rfl⟩ : ∃ j, k = j + 1 := ⟨k - 1, by have := (mem_Icc.mp hk).1; omega⟩
    rw [Nat.add_sub_cancel, Nat.add_sub_cancel,
      Nat.div_eq_of_eq_mul_left (Nat.factorial_pos (j + 1)) (lah_mul_factorial m j).symm]
```

## The mirror formula for $(ba^2)^n$

Reversing the order of every product turns $b^2a$ into $ab^2$. Exchanging the names $a$ and $b$ as well gives $ba^2$, and the two changes together preserve the relation $ab-ba=1$. Therefore

$$(ba^2)^n=\sum_{k=1}^{n}L(n,k)\,b^ka^{n+k}.$$

Lean carries out the reversal in the opposite ring, where `MulOpposite.op b` plays the part of $a$ and `MulOpposite.op a` that of $b$. The previous theorem is applied there and the result is carried back.

The model could also have taken $a$ and $b=a^\dagger$ as operators on a Hilbert space. The mirror formula would then follow by taking adjoints, and norms would be available. Since these operators are unbounded, the statement would also have to say on which vectors the products are defined. The finite combinations of number states, which both operators map into themselves, are a convenient choice. The ring version needs no domain, but says nothing about adjoints or convergence.

```lean
/-- The mirror formula: `(b a²)^n` for `n ≥ 1` is normally ordered with the same
coefficients, now multiplying `b^k a^(n+k)`. -/
theorem normal_order_mul_sq (h : a * b - b * a = 1) {n : ℕ} (hn : 1 ≤ n) :
    (b * a ^ 2) ^ n
      = ∑ k ∈ Icc 1 n, ((n - 1).choose (k - 1) * n ! / k !) • (b ^ k * a ^ (n + k)) := by
  -- reversing all products exchanges the roles of a and b
  have hop : MulOpposite.op b * MulOpposite.op a - MulOpposite.op a * MulOpposite.op b = 1 := by
    rw [← MulOpposite.op_mul, ← MulOpposite.op_mul, ← MulOpposite.op_sub, h, MulOpposite.op_one]
  have h2 := congrArg (MulOpposite.opAddEquiv (α := R)).symm (normal_order_sq_mul hop hn)
  rw [map_sum] at h2
  simpa only [MulOpposite.opAddEquiv_symm_apply, MulOpposite.unop_smul, MulOpposite.unop_mul,
    MulOpposite.unop_pow, MulOpposite.unop_op] using h2
```

## Action on number states

Let the ring act on a module, and let $v$ be a vacuum vector, meaning $av=0$. Applying the reordering step to $b^mv$ removes the term that ends in $a$:

$$b^2a\,b^mv=m\,b^{m+1}v.$$

Each further application raises the exponent by one, so

$$(b^2a)^n\,b^mv=m(m+1)\cdots(m+n-1)\,b^{m+n}v.$$

For $n=0$ the product is empty and equals $1$; for $m=0$ and $n\ge1$ it is zero, since there is no quantum to remove. In the proof, `key` is the single step at level $m+n$, and the induction collects the factors.

The vectors $b^mv$ are not normalised. In the usual oscillator representation, with $b=a^\dagger$, $v$ of unit length and $|m\rangle=b^mv/\sqrt{m!}$, the result becomes

$$(b^2a)^n|m\rangle=m(m+1)\cdots(m+n-1)\sqrt{\frac{(m+n)!}{m!}}\;|m+n\rangle.$$

This gives matrix elements against which a single-mode simulation can be compared. Matrices truncated to the levels $0,\dots,N-1$ violate $ab-ba=1$ in the last diagonal entry, so the theorem does not apply to them directly. The entries with $m+n\le N-1$ are nevertheless correct, because no intermediate state lies above level $m+n$.

```lean
/-- If `ab - ba = 1` and `a v = 0`, then `(b² a)^n b^m v = m (m+1) ⋯ (m+n-1) b^(m+n) v`. -/
theorem sq_mul_pow_on_number_state {M : Type*} [AddCommGroup M] [Module R M]
    (h : a * b - b * a = 1) {v : M} (hv : a • v = 0) (m n : ℕ) :
    (b ^ 2 * a) ^ n • b ^ m • v = (∏ i ∈ range n, (m + i)) • b ^ (m + n) • v := by
  induction n with
  | zero => simp
  | succ n ih =>
    have key : (b ^ 2 * a) • b ^ (m + n) • v = (m + n) • b ^ (m + (n + 1)) • v := by
      rw [← add_assoc m n 1, ← mul_smul (b ^ 2 * a), step_past_pow h, add_smul, mul_smul, hv,
        smul_zero, zero_add, smul_assoc]
    rw [pow_succ' (b ^ 2 * a) n, mul_smul, ih, Finset.prod_range_succ,
      smul_comm (b ^ 2 * a) (∏ i ∈ range n, (m + i)), key, mul_smul]

end Ring
```

## A realisation on polynomials

The assumptions are met by complex polynomials in $x$, with $a=d/dx$, $b$ multiplication by $x$, and the constant polynomial $1$ as vacuum. The product rule gives

$$\frac{d}{dx}(xp)-x\frac{dp}{dx}=p$$

for every polynomial $p$, and the derivative of $1$ is zero. In Lean both operators belong to `Module.End ℂ ℂ[X]`, the ring of linear maps from the polynomials to themselves, where multiplication is composition. The commutator is checked by applying both sides to an arbitrary `p`.

```lean
/-- On complex polynomials, `a = d/dx` and `b = x` satisfy `ab - ba = 1`, and `a`
annihilates the constant polynomial `1`. -/
theorem ladder_witness :
    (Polynomial.derivative : Module.End ℂ ℂ[X]) * LinearMap.mulLeft ℂ (Polynomial.X : ℂ[X])
        - LinearMap.mulLeft ℂ (Polynomial.X : ℂ[X]) * Polynomial.derivative = 1
      ∧ (Polynomial.derivative : Module.End ℂ ℂ[X]) • (1 : ℂ[X]) = 0 := by
  constructor
  · refine LinearMap.ext fun p => ?_
    simp [Module.End.mul_apply, Polynomial.derivative_mul]
  · exact Polynomial.derivative_one

end LahNormalOrdering
```

```lean
#print axioms LahNormalOrdering.normal_order_lah
-- 'LahNormalOrdering.normal_order_lah' depends on axioms: [propext, Classical.choice, Quot.sound]
#print axioms LahNormalOrdering.normal_order_mul_sq
-- 'LahNormalOrdering.normal_order_mul_sq' depends on axioms: [propext, Classical.choice, Quot.sound]
#print axioms LahNormalOrdering.sq_mul_pow_on_number_state
-- 'LahNormalOrdering.sq_mul_pow_on_number_state' depends on axioms: [propext, Classical.choice, Quot.sound]
```
